# A bounded projector other than the identity has norm at most that of its complement

On a complex inner product space, let `P` be a continuous linear operator with P² = P and P ≠ 1; the lemma states that ‖P‖ ≤ ‖1 − P‖ in operator norm. The projector may be oblique, since self-adjointness is not assumed, and the space need be neither complete nor finite-dimensional. The proof splits a vector x into Px and x − Px and, when both are nonzero, exchanges their lengths while keeping their directions. The new vector is as long as x, and 1 − P sends it to a vector of length ‖Px‖, which gives ‖Px‖ ≤ ‖1 − P‖ ‖x‖. The cases where one part vanishes are treated separately.

The first attempt, which Lean rejects:

```lean
import Mathlib

open ComplexConjugate

namespace ObliqueProjectorNorm

noncomputable section

variable {H : Type*} [NormedAddCommGroup H] [InnerProductSpace ℂ H]

/-- A nonzero vector `u` rescaled by `‖w‖ / ‖u‖` has the length of `w`. -/
lemma norm_rescale {u : H} (hu : u ≠ 0) (w : H) :
    ‖((‖w‖ / ‖u‖ : ℝ) : ℂ) • u‖ = ‖w‖ := by
  have hu' : ‖u‖ ≠ 0 := norm_ne_zero_iff.mpr hu
  rw [norm_smul, Complex.norm_real, Real.norm_of_nonneg (by positivity),
    div_mul_cancel₀ _ hu']

/-- If two nonzero vectors exchange their lengths and keep their directions,
the length of their sum does not change. -/
theorem norm_exchange {u v : H} (hu : u ≠ 0) (hv : v ≠ 0) :
    ‖((‖v‖ / ‖u‖ : ℝ) : ℂ) • u + ((‖u‖ / ‖v‖ : ℝ) : ℂ) • v‖ = ‖u + v‖ := by
  have hu' : ‖u‖ ≠ 0 := norm_ne_zero_iff.mpr hu
  have hv' : ‖v‖ ≠ 0 := norm_ne_zero_iff.mpr hv
  have hrs : (‖v‖ / ‖u‖) * (‖u‖ / ‖v‖) = 1 := by field_simp
  -- the two scale factors cancel in the overlap
  have hin : inner ℂ (((‖v‖ / ‖u‖ : ℝ) : ℂ) • u) (((‖u‖ / ‖v‖ : ℝ) : ℂ) • v)
      = inner ℂ u v := by
    rw [inner_smul_left, inner_smul_right, Complex.conj_ofReal, ← mul_assoc,
      ← Complex.ofReal_mul, hrs, Complex.ofReal_one, one_mul]
  refine (sq_eq_sq₀ (norm_nonneg _) (norm_nonneg _)).mp ?_
  rw [norm_add_sq (𝕜 := ℂ), norm_add_sq (𝕜 := ℂ) u v, hin, norm_rescale hu v,
    norm_rescale hv u]
  ring

/-- A nonzero continuous projector has operator norm at least one. -/
theorem one_le_norm {P : H →L[ℂ] H} (hP : IsIdempotentElem P) (h0 : P ≠ 0) :
    1 ≤ ‖P‖ := by
  have h := norm_mul_le P P
  rw [hP.eq] at h
  have hpos : 0 < ‖P‖ := norm_pos_iff.mpr h0
  nlinarith

/-- The norm of a projector other than the identity is at most the norm of the
complementary projector. -/
theorem norm_le_norm_one_sub {P : H →L[ℂ] H} (hP : IsIdempotentElem P) (h1 : P ≠ 1) :
    ‖P‖ ≤ ‖1 - P‖ := by
  have hPP : ∀ x, P (P x) = P x := fun x => DFunLike.congr_fun hP.eq x
  have hQ : 1 ≤ ‖1 - P‖ := one_le_norm hP.one_sub (sub_ne_zero.mpr h1.symm)
  refine P.opNorm_le_bound (norm_nonneg _) fun x => ?_
  by_cases hu : P x = 0
  · rw [hu, norm_zero]
    positivity
  by_cases hv : x - P x = 0
  · rw [← sub_eq_zero.mp hv]
    exact le_mul_of_one_le_left (norm_nonneg x) hQ
  -- apply the complementary projector to the vector with exchanged lengths
  have key := (1 - P).le_opNorm (((‖x - P x‖ / ‖P x‖ : ℝ) : ℂ) • P x
    + ((‖P x‖ / ‖x - P x‖ : ℝ) : ℂ) • (x - P x))
  have hy : (1 - P) (((‖x - P x‖ / ‖P x‖ : ℝ) : ℂ) • P x
      + ((‖P x‖ / ‖x - P x‖ : ℝ) : ℂ) • (x - P x))
      = ((‖P x‖ / ‖x - P x‖ : ℝ) : ℂ) • (x - P x) := by
    change _ - P _ = _
    rw [map_add, map_smul, map_smul, map_sub, hPP, sub_self, smul_zero, add_zero,
      add_sub_cancel_left]
  rw [hy, norm_rescale hv (P x), norm_exchange hu hv, add_sub_cancel] at key
  exact key

end

end ObliqueProjectorNorm
```

The error:

```
Main.lean:63:46: error: Tactic `rewrite` failed: Did not find an occurrence of the pattern
  P (P ?x)
in the target expression
  ↑(‖x - P x‖ / ‖P x‖) • ↑1 (P x) + ↑(‖P x‖ / ‖x - P x‖) • (↑1 x - ↑1 (P x)) -
      P (↑(‖x - P x‖ / ‖P x‖) • P x + ↑(‖P x‖ / ‖x - P x‖) • (x - P x)) =
    ↑(‖P x‖ / ‖x - P x‖) • (x - P x)

H : Type u_1
inst✝¹ : NormedAddCommGroup H
inst✝ : InnerProductSpace ℂ H
P : H →L[ℂ] H
hP : IsIdempotentElem P
h1 : P ≠ 1
hPP : ∀ (x : H), P (P x) = P x
hQ : 1 ≤ ‖1 - P‖
x : H
hu : ¬P x = 0
hv : ¬x - P x = 0
key :
  ‖(1 - P) (↑(‖x - P x‖ / ‖P x‖) • P x + ↑(‖P x‖ / ‖x - P x‖) • (x - P x))‖ ≤
    ‖1 - P‖ * ‖↑(‖x - P x‖ / ‖P x‖) • P x + ↑(‖P x‖ / ‖x - P x‖) • (x - P x)‖
⊢ ↑(‖x - P x‖ / ‖P x‖) • ↑1 (P x) + ↑(‖P x‖ / ‖x - P x‖) • (↑1 x - ↑1 (P x)) -
      P (↑(‖x - P x‖ / ‖P x‖) • P x + ↑(‖P x‖ / ‖x - P x‖) • (x - P x)) =
    ↑(‖P x‖ / ‖x - P x‖) • (x - P x)
```

Diagnosis. The error says that `rw` found no `P (P ?x)` to rewrite with `hPP`. The step `change _ - P _ = _` was meant to turn `(1 - P) y` into `y - P y`, but its first underscore was filled with the identity map still applied to the vector, shown as `↑1`. The rewrites `map_add`, `map_smul` and `map_sub` then expanded that application of `↑1`, which comes first in the goal. The term `P (… + …)` stayed whole, as the printed goal shows, so `P (P x)` never appeared.

The repair states the wanted form outright: `hsub` says that `(1 - P) y = y - P y`, which holds by `rfl`, and `rw [hsub]` puts the goal in that form. With no `↑1` left, the same `map_` rewrites act on `P` and produce the `P (P x)` that `hPP` needs, and the rest of the chain goes through unchanged.

Lean accepts the file once it reads:

```diff
@@ -60,5 +60,6 @@
       + ((‖P x‖ / ‖x - P x‖ : ℝ) : ℂ) • (x - P x))
       = ((‖P x‖ / ‖x - P x‖ : ℝ) : ℂ) • (x - P x) := by
-    change _ - P _ = _
+    have hsub : ∀ y : H, (1 - P) y = y - P y := fun _ => rfl
+    rw [hsub]
     rw [map_add, map_smul, map_smul, map_sub, hPP, sub_self, smul_zero, add_zero,
       add_sub_cancel_left]
```
